# For 2 ≤ N ≤ M − 2, positive pair and two-hole matrices bound natural occupations by 0 and 1

Suppose the energy of \(N\) electrons in \(M\) spin orbitals is minimised over a two-particle matrix \(D\), with no wavefunction. The search must still respect the Pauli principle: no orbital may hold more than one electron. In an \(N\)-electron state \(\psi\),

\[
g_{ik}=\langle a_k^\dagger a_i\rangle,\quad
D_{ij,kl}=\langle a_k^\dagger a_l^\dagger a_j a_i\rangle,\quad
Q_{ij,kl}=\langle a_i a_j a_l^\dagger a_k^\dagger\rangle .
\]

\(D\) and \(Q\) are positive semidefinite because their quadratic forms are squared norms. For a trial \(D\) with trace \(N(N-1)\) and \(N\ge2\), define \(g\) by \(\sum_j D_{ij,kj}=(N-1)g_{ik}\), and compute \(Q\) from \(g\) and \(D\) by the anticommutation formula given below. Does imposing the two positivity conditions then also secure \(0\le g\le I\)? For \(2\le N\le M-2\) it does. In a finite-basis variational calculation at fixed \(N\) in this range that imposes both, the Pauli bounds on \(g\) need no separate constraint.

## Orbitals, pairs and holes

```lean
import Mathlib

open Matrix
open scoped ComplexOrder

noncomputable section

namespace TwoBodyQCondition

variable {n : Type*} [Fintype n]
```

The finite type `n` labels the spin orbitals, so \(M\) is `Fintype.card n`. `ComplexOrder` lets \(0\le z\) say that a complex number is real and nonnegative.

```lean
/-- Contraction of a pair matrix over its second particle. -/
def partialTrace (D : Matrix (n × n) (n × n) ℂ) : Matrix n n ℂ :=
  Matrix.of fun i k => ∑ j, D (i, j) (k, j)
```

This is \(\sum_j D_{ij,kj}\). A pair matrix has rows and columns labelled by ordered pairs, `n × n`.

```lean
/-- The antisymmetrised product of a one-body matrix with itself,
with entries `P i k * P j l - P i l * P j k`. -/
def wedge (P : Matrix n n ℂ) : Matrix (n × n) (n × n) ℂ :=
  Matrix.of fun p q => P p.1 q.1 * P p.2 q.2 - P p.1 q.2 * P p.2 q.1
```

Write this product as \((P\wedge P)_{ij,kl}=P_{ik}P_{jl}-P_{il}P_{jk}\).

```lean
variable [DecidableEq n]

/-- The two-hole matrix `Q` as the standard linear map of the one-body matrix `g` and the
pair matrix `D`; the entries of the unit matrix are Kronecker deltas. -/
def qMatrix (g : Matrix n n ℂ) (D : Matrix (n × n) (n × n) ℂ) :
    Matrix (n × n) (n × n) ℂ :=
  Matrix.of fun p q =>
    (1 : Matrix n n ℂ) p.1 q.1 * (1 : Matrix n n ℂ) p.2 q.2
      - (1 : Matrix n n ℂ) p.1 q.2 * (1 : Matrix n n ℂ) p.2 q.1
      - (1 : Matrix n n ℂ) p.1 q.1 * g p.2 q.2 - g p.1 q.1 * (1 : Matrix n n ℂ) p.2 q.2
      + (1 : Matrix n n ℂ) p.1 q.2 * g p.2 q.1 + g p.1 q.2 * (1 : Matrix n n ℂ) p.2 q.1
      + D p q
```

With `p` \(=(i,j)\) and `q` \(=(k,l)\), this is \(Q\) after anticommuting the operators into the order used in \(D\):

\[
\begin{aligned}
Q_{ij,kl}={}&\delta_{ik}\delta_{jl}-\delta_{il}\delta_{jk}-\delta_{ik}g_{jl}-g_{ik}\delta_{jl}\\
&+\delta_{il}g_{jk}+g_{il}\delta_{jk}+D_{ij,kl}.
\end{aligned}
\]

In Lean this formula is the definition; no state or operator appears.

```lean
/-- The one-body matrix with occupation one on the orbitals in `S` and zero elsewhere. -/
def occupation (S : Finset n) : Matrix n n ℂ :=
  Matrix.diagonal fun i => if i ∈ S then 1 else 0
```

This is the \(g\) of a Slater determinant with the orbitals in \(S\) filled.

```lean
/-- For distinct `a` and `b`, the pair matrix with total weight `N (N - 1)` placed on the single
pair `a, b`; for `a = b` it is zero. -/
def onePairD (N : ℕ) (a b : n) : Matrix (n × n) (n × n) ℂ :=
  ((N : ℂ) * ((N : ℂ) - 1) / 2) • wedge (occupation {a, b})
```

Here all the pair weight sits on two orbitals, `a` and `b`.

```lean
/-- The one-body matrix with occupation `N / 2` on each of the orbitals `a` and `b`. -/
def onePairG (N : ℕ) (a b : n) : Matrix n n ℂ :=
  ((N : ℂ) / 2) • occupation {a, b}
```

The matching one-body matrix puts \(N/2\) electrons in each of them.

## From positivity to the Pauli bounds

```lean
omit [DecidableEq n] in
/-- The partial trace of a positive semidefinite pair matrix is positive semidefinite. -/
theorem partialTrace_posSemidef {D : Matrix (n × n) (n × n) ℂ} (hD : D.PosSemidef) :
    (partialTrace D).PosSemidef := by
  -- the contraction is a sum of principal submatrices
  have h : partialTrace D =
      ∑ j, D.submatrix (fun i : n => (i, j)) (fun i : n => (i, j)) := by
    ext i k
    simp [partialTrace, Matrix.sum_apply]
  rw [h]
  exact Finset.sum_induction _ Matrix.PosSemidef (fun _ _ ha hb => ha.add hb)
    Matrix.PosSemidef.zero (fun j _ => hD.submatrix _)
```

In a Lean theorem the hypotheses stand before the final colon, the claim after it, and the proof after `:=`. For each fixed \(j\), the entries \(D_{ij,kj}\) form a principal submatrix of \(D\), which is positive semidefinite. The partial trace is the sum of these.

```lean
/-- If `D` contracts to `(N - 1) g` and `g` has trace `N`, then the two-hole matrix contracts to `(M
- N - 1) (I - g)`, with `M` the number of spin orbitals. -/
theorem partialTrace_qMatrix {g : Matrix n n ℂ} {D : Matrix (n × n) (n × n) ℂ} {N : ℕ}
    (hg : partialTrace D = ((N : ℂ) - 1) • g) (htr : g.trace = N) :
    partialTrace (qMatrix g D) = ((Fintype.card n : ℂ) - N - 1) • (1 - g) := by
  ext i k
  have hM : ∑ j : n, (1 : Matrix n n ℂ) j j = Fintype.card n := by simp
  have hN : ∑ j, g j j = (N : ℂ) := htr
  have h1 : ∑ j, (1 : Matrix n n ℂ) i j * (1 : Matrix n n ℂ) j k
      = (1 : Matrix n n ℂ) i k := by rw [← Matrix.mul_apply, one_mul]
  have h2 : ∑ j, (1 : Matrix n n ℂ) i j * g j k = g i k := by
    rw [← Matrix.mul_apply, one_mul]
  have h3 : ∑ j, g i j * (1 : Matrix n n ℂ) j k = g i k := by
    rw [← Matrix.mul_apply, mul_one]
  have h4 : ∑ j, D (i, j) (k, j) = ((N : ℂ) - 1) * g i k :=
    congrFun (congrFun hg i) k
  -- the entries of Q that enter the contraction
  have e : ∀ j, qMatrix g D (i, j) (k, j) =
      (1 : Matrix n n ℂ) i k * (1 : Matrix n n ℂ) j j
        - (1 : Matrix n n ℂ) i j * (1 : Matrix n n ℂ) j k
        - (1 : Matrix n n ℂ) i k * g j j - g i k * (1 : Matrix n n ℂ) j j
        + (1 : Matrix n n ℂ) i j * g j k + g i j * (1 : Matrix n n ℂ) j k
        + D (i, j) (k, j) := fun j => rfl
  simp only [partialTrace, e, Matrix.of_apply, Finset.sum_add_distrib,
    Finset.sum_sub_distrib, ← Finset.mul_sum, hM, hN, h1, h2, h3, h4,
    Matrix.smul_apply, Matrix.sub_apply, smul_eq_mul]
  ring
```

The hypotheses are \(\sum_j D_{ij,kj}=(N-1)g_{ik}\) and \(\mathrm{Tr}\,g=N\), which fix \(\mathrm{Tr}\,D=N(N-1)\). Setting \(l=j\) in \(Q\) and summing gives, term by term,

\[
\begin{aligned}
&M\delta_{ik}-\delta_{ik}-N\delta_{ik}-Mg_{ik}+g_{ik}+g_{ik}+(N-1)g_{ik}\\
&\qquad=(M-N-1)(\delta_{ik}-g_{ik}).
\end{aligned}
\]

`hM`, `hN` and `h1` to `h4` supply the individual sums, and `ring` collects them. Positivity plays no part yet.

```lean
omit [Fintype n] [DecidableEq n] in
/-- A matrix is positive semidefinite if a positive multiple of it is. -/
theorem posSemidef_of_smul {A : Matrix n n ℂ} {c : ℝ} (hc : 0 < c)
    (h : ((c : ℂ) • A).PosSemidef) : A.PosSemidef := by
  have h2 : (((c⁻¹ : ℝ) : ℂ) • ((c : ℂ) • A)).PosSemidef :=
    h.smul (Complex.zero_le_real.mpr (inv_nonneg.mpr hc.le))
  rwa [smul_smul, ← Complex.ofReal_mul, inv_mul_cancel₀ hc.ne', Complex.ofReal_one,
    one_smul] at h2
```

If \(cA\ge0\) with \(c>0\), multiplying by \(1/c\) gives \(A\ge0\).

```lean
/-- Let `D` contract to `(N - 1) g`, let `g` have trace `N`, and let `M` be the number of spin
orbitals. For `2 ≤ N ≤ M - 2`, positivity of the pair matrix `D` and of the two-hole matrix `Q`
gives `0 ≤ g ≤ I` for the one-body matrix `g`. -/
theorem pauli_bounds_of_D_and_Q {g : Matrix n n ℂ} {D : Matrix (n × n) (n × n) ℂ} {N : ℕ}
    (hN : 2 ≤ N) (hM : N + 2 ≤ Fintype.card n)
    (hg : partialTrace D = ((N : ℂ) - 1) • g) (htr : g.trace = N)
    (hD : D.PosSemidef) (hQ : (qMatrix g D).PosSemidef) :
    g.PosSemidef ∧ (1 - g).PosSemidef := by
  have hN' : (2 : ℝ) ≤ N := by exact_mod_cast hN
  have hM' : (N : ℝ) + 2 ≤ Fintype.card n := by exact_mod_cast hM
  constructor
  · have h := partialTrace_posSemidef hD
    rw [hg] at h
    apply posSemidef_of_smul (c := (N : ℝ) - 1) (by linarith)
    push_cast
    exact h
  · have h := partialTrace_posSemidef hQ
    rw [partialTrace_qMatrix hg htr] at h
    apply posSemidef_of_smul (c := (Fintype.card n : ℝ) - N - 1) (by linarith)
    push_cast
    exact h
```

Now the pieces combine. Contracting \(D\ge0\) gives \((N-1)g\ge0\), and \(N-1>0\), so \(g\ge0\). Contracting \(Q\ge0\) gives \((M-N-1)(I-g)\ge0\), and \(M-N-1>0\), so \(g\le I\). At \(M=N+1\) the second factor vanishes and the contraction says nothing about \(g\).

The theorem does not assume that \(D\) is antisymmetric, nor does it conclude that \(D\) comes from an \(N\)-electron state: the two positivity conditions are necessary for that, not sufficient in general.

```lean
/-- Under the same conditions every real eigenvalue of `g`, that is every natural
occupation number, lies between zero and one. -/
theorem natural_occupation_mem_unit {g : Matrix n n ℂ} {D : Matrix (n × n) (n × n) ℂ}
    {N : ℕ} (hN : 2 ≤ N) (hM : N + 2 ≤ Fintype.card n)
    (hg : partialTrace D = ((N : ℂ) - 1) • g) (htr : g.trace = N)
    (hD : D.PosSemidef) (hQ : (qMatrix g D).PosSemidef)
    {v : n → ℂ} (hv : v ≠ 0) {x : ℝ} (hx : g *ᵥ v = (x : ℂ) • v) :
    0 ≤ x ∧ x ≤ 1 := by
  obtain ⟨h0, h1⟩ := pauli_bounds_of_D_and_Q hN hM hg htr hD hQ
  have hs : star v ⬝ᵥ v = ((∑ i, Complex.normSq (v i) : ℝ) : ℂ) := by
    simp [dotProduct, Complex.normSq_eq_conj_mul_self]
  have hpos : 0 < ∑ i, Complex.normSq (v i) := by
    obtain ⟨i, hi⟩ := Function.ne_iff.mp hv
    exact Finset.sum_pos' (fun j _ => Complex.normSq_nonneg _)
      ⟨i, Finset.mem_univ i, Complex.normSq_pos.mpr hi⟩
  -- quadratic forms of g and of I - g at the eigenvector v
  have e0 := h0.dotProduct_mulVec_nonneg v
  have e1 := h1.dotProduct_mulVec_nonneg v
  rw [hx, dotProduct_smul, smul_eq_mul, hs, ← Complex.ofReal_mul] at e0
  rw [Matrix.sub_mulVec, Matrix.one_mulVec, hx, dotProduct_sub, dotProduct_smul,
    smul_eq_mul, hs, ← Complex.ofReal_mul, ← Complex.ofReal_sub] at e1
  have r0 := Complex.zero_le_real.mp e0
  have r1 := Complex.zero_le_real.mp e1
  constructor <;> nlinarith
```

Let \(gv=xv\) with \(v\ne0\), not necessarily normalised, and \(s=v^\dagger v>0\). The bounds give \(xs=v^\dagger gv\ge0\) and \((1-x)s=v^\dagger(I-g)v\ge0\). Dividing by \(s\) leaves \(0\le x\le1\). Taking `x` real loses nothing, since \(g\) is Hermitian.

## Slater determinants satisfy the conditions

```lean
omit [DecidableEq n] in
/-- The antisymmetrised product of a Hermitian projection with itself is positive
semidefinite. -/
theorem wedge_posSemidef {P : Matrix n n ℂ} (hH : P.IsHermitian) (hP : P * P = P) :
    (wedge P).PosSemidef := by
  have h : ∀ x y, ∑ a, P x a * P a y = P x y := fun x y => by
    rw [← Matrix.mul_apply, hP]
  have hW : (wedge P)ᴴ = wedge P := by
    ext ⟨i, j⟩ ⟨k, l⟩
    simp only [wedge, Matrix.conjTranspose_apply, Matrix.of_apply, star_sub, star_mul',
      hH.apply]
    ring
  -- the square of the wedge is twice the wedge
  have hsq : (wedge P)ᴴ * wedge P = ((2 : ℝ) : ℂ) • wedge P := by
    rw [hW]
    ext ⟨i, j⟩ ⟨k, l⟩
    simp only [wedge, Matrix.mul_apply, Fintype.sum_prod_type, Matrix.of_apply,
      Matrix.smul_apply, smul_eq_mul]
    have e : ∀ a b, (P i a * P j b - P i b * P j a) * (P a k * P b l - P a l * P b k)
        = (P i a * P a k) * (P j b * P b l) - (P i a * P a l) * (P j b * P b k)
          - (P j a * P a k) * (P i b * P b l) + (P j a * P a l) * (P i b * P b k) :=
      fun a b => by ring
    simp only [e, Finset.sum_add_distrib, Finset.sum_sub_distrib, ← Finset.mul_sum,
      ← Finset.sum_mul, h]
    push_cast
    ring
  apply posSemidef_of_smul (c := 2) (by norm_num)
  rw [← hsq]
  exact Matrix.posSemidef_conjTranspose_mul_self _
```

For a Hermitian projection \(P\), let \(W=P\wedge P\), which is Hermitian. Expanding \(W^2\) gives four products. Using \(P^2=P\), they pair up into

\[
W^\dagger W=W^2=2W .
\]

The left side is positive semidefinite, hence so is \(W\).

```lean
omit [DecidableEq n] in
/-- For a projection `P`, the antisymmetrised product contracts to `(Tr P - 1) P`. -/
theorem partialTrace_wedge {P : Matrix n n ℂ} (hP : P * P = P) :
    partialTrace (wedge P) = (P.trace - 1) • P := by
  ext i k
  have h : ∑ j, P i j * P j k = P i k := by rw [← Matrix.mul_apply, hP]
  have ht : ∑ j, P j j = P.trace := rfl
  simp only [partialTrace, wedge, Matrix.of_apply, Finset.sum_sub_distrib,
    ← Finset.mul_sum, h, ht, Matrix.smul_apply, smul_eq_mul]
  ring
```

By hand, \(\sum_j(P_{ik}P_{jj}-P_{ij}P_{jk})=(\mathrm{Tr}\,P-1)P_{ik}\).

```lean
/-- The occupation matrix of a set of orbitals is a Hermitian projection whose trace is
the number of occupied orbitals. -/
theorem occupation_projection (S : Finset n) :
    (occupation S).IsHermitian ∧ occupation S * occupation S = occupation S ∧
      (occupation S).trace = S.card := by
  refine ⟨?_, ?_, ?_⟩
  · unfold Matrix.IsHermitian occupation
    rw [Matrix.diagonal_conjTranspose]
    congr 1
    funext i
    by_cases h : i ∈ S <;> simp [h]
  · simp [occupation, Matrix.diagonal_mul_diagonal]
  · simp [occupation, Matrix.trace_diagonal]
```

The diagonal entries are 0 or 1, so squaring changes nothing and the trace counts the filled orbitals.

```lean
/-- Occupying any set `S` of orbitals gives a pair matrix and a one-body matrix that meet
the trace, contraction and positivity conditions with `N` the size of `S`. -/
theorem slater_witness (S : Finset n) :
    partialTrace (wedge (occupation S)) = ((S.card : ℂ) - 1) • occupation S ∧
      (occupation S).trace = S.card ∧ (wedge (occupation S)).PosSemidef ∧
      (qMatrix (occupation S) (wedge (occupation S))).PosSemidef := by
  obtain ⟨hH, hP, ht⟩ := occupation_projection S
  refine ⟨by rw [partialTrace_wedge hP, ht], ht, wedge_posSemidef hH hP, ?_⟩
  -- Q is the antisymmetrised product of the hole projection
  have hq : qMatrix (occupation S) (wedge (occupation S)) = wedge (1 - occupation S) := by
    ext p q
    simp only [qMatrix, wedge, Matrix.of_apply, Matrix.sub_apply]
    ring
  rw [hq]
  apply wedge_posSemidef (Matrix.isHermitian_one.sub hH)
  rw [sub_mul, one_mul, mul_sub, mul_one, hP, sub_self, sub_zero]
```

Take \(g=P\), the occupation matrix of \(S\), and \(D=P\wedge P\). The seven terms of \(Q\) then factor into \((I-P)\wedge(I-P)\), the same construction for the holes, which is positive by the previous argument. When \(2\le|S|\le M-2\), every hypothesis of the Pauli bounds is met with \(N=|S|\).

## Positive D alone allows overfilled orbitals

```lean
/-- For `N ≥ 3`, the pair matrix with all its weight on one pair of orbitals is
antisymmetric, positive semidefinite and correctly normalised, but violates `g ≤ I`. -/
theorem D_positivity_insufficient {a b : n} (hab : a ≠ b) {N : ℕ} (hN : 3 ≤ N) :
    (∀ i j q, onePairD N a b (j, i) q = -onePairD N a b (i, j) q) ∧
      (onePairD N a b).PosSemidef ∧
      partialTrace (onePairD N a b) = ((N : ℂ) - 1) • onePairG N a b ∧
      (onePairG N a b).trace = N ∧ ¬ (1 - onePairG N a b).PosSemidef := by
  obtain ⟨hH, hP, ht⟩ := occupation_projection ({a, b} : Finset n)
  rw [Finset.card_pair hab] at ht
  have hN' : (3 : ℝ) ≤ N := by exact_mod_cast hN
  refine ⟨?_, ?_, ?_, ?_, ?_⟩
  · intro i j q
    simp only [onePairD, wedge, Matrix.smul_apply, Matrix.of_apply, smul_eq_mul]
    ring
  · have hc : (0 : ℝ) ≤ (N : ℝ) * ((N : ℝ) - 1) / 2 := by nlinarith
    have h := (wedge_posSemidef hH hP).smul (Complex.zero_le_real.mpr hc)
    push_cast at h
    exact h
  · have h : partialTrace (onePairD N a b) =
        ((N : ℂ) * ((N : ℂ) - 1) / 2) • partialTrace (wedge (occupation {a, b})) := by
      ext i k
      simp only [partialTrace, onePairD, Matrix.of_apply, Matrix.smul_apply, smul_eq_mul,
        Finset.mul_sum]
    rw [h, partialTrace_wedge hP, ht, onePairG, smul_smul, smul_smul]
    congr 1
    push_cast
    ring
  · rw [onePairG, Matrix.trace_smul, ht, smul_eq_mul]
    push_cast
    ring
  · intro h
    -- the occupation of orbital a is N / 2, which exceeds one
    have hd : 0 ≤ (1 - onePairG N a b) a a := h.diag_nonneg
    have hv : (1 - onePairG N a b) a a = ((1 - (N : ℝ) / 2 : ℝ) : ℂ) := by
      simp [onePairG, occupation]
    rw [hv] at hd
    have := Complex.zero_le_real.mp hd
    linarith

end TwoBodyQCondition
```

For \(N\ge3\) and distinct `a`, `b`, this \(D\) is antisymmetric in its first pair of indices, positive and correctly normalised. Yet each of the two orbitals holds \(N/2>1\) electrons, so \(I-g\) has the negative diagonal entry \(1-N/2\). When \(M\ge N+2\), the Pauli bounds theorem therefore implies that \(Q\) is not positive semidefinite here: the two-hole condition rejects this matrix.

```lean
#print axioms TwoBodyQCondition.pauli_bounds_of_D_and_Q
#print axioms TwoBodyQCondition.natural_occupation_mem_unit
#print axioms TwoBodyQCondition.D_positivity_insufficient
```

```
'TwoBodyQCondition.pauli_bounds_of_D_and_Q' depends on axioms: [propext, Classical.choice, Quot.sound]
'TwoBodyQCondition.natural_occupation_mem_unit' depends on axioms: [propext, Classical.choice, Quot.sound]
'TwoBodyQCondition.D_positivity_insufficient' depends on axioms: [propext, Classical.choice, Quot.sound]
```
